# Grain-size bias of the mean down-step in the discretised exponential-down model

Let the energy axis be divided into grains of size $d>0$. A collision that takes a molecule down by $n$ grains removes the energy $nd$, and the exponential-down model gives this step the unnormalised weight

$$w_n = e^{-nd/a},\qquad n=0,1,2,\dots$$

The range $a>0$ is a postulated parameter, not one derived from collision dynamics. It stands for the energy scale on which larger losses in a single collision become improbable.

The mean step, when only steps of at least $m$ grains are counted, is

$$M_m=\frac{\sum_{n=0}^{\infty}(n+m)\,d\,w_{n+m}}{\sum_{n=0}^{\infty}w_{n+m}} .$$

The choice $m=0$ includes elastic collisions, which transfer no energy, and $m=1$ leaves them out. For a continuous energy loss with density proportional to $e^{-E/a}$ on $E\ge 0$, the mean is exactly $a$, and this is the value with which $M_0$ and $M_1$ are compared.

## Bounds on the mean step

For all $d>0$ and $a>0$,

$$a+\tfrac d2<M_1<a+d,\qquad a-\tfrac d2<M_0<a .$$

The grained model therefore transfers too much energy per counted down-step if elastic collisions are left out, and too little if they are included. This matters when a range is entered in an energy-grained master equation as if it were the mean energy transferred, at least as far as the down-steps follow a pure exponential on an unbounded ladder of grains.

**The two sums.** Put $q=e^{-d/a}$, so that $0<q<1$ and $w_n=q^n$. The geometric series gives

$$\sum_{n=0}^\infty w_{n+m}=\frac{q^m}{1-q}.$$

With $\sum_{n=0}^\infty nq^n=q/(1-q)^2$, the first moment is

$$\sum_{n=0}^\infty (n+m)\,d\,q^{n+m}
=q^m d\left(\frac{q}{(1-q)^2}+\frac{m}{1-q}\right)
=\left(md+\frac{dq}{1-q}\right)\frac{q^m}{1-q}.$$

Dividing, and multiplying the numerator and denominator of $q/(1-q)$ by $e^{d/a}$, we obtain

$$M_m=md+\frac{d}{e^{d/a}-1}.$$

**The upper bounds.** Let $x=d/a>0$. Since $e^x-1>x$, we have $d/(e^x-1)<d/x=a$. Adding $md$ gives $M_0<a$ and $M_1<a+d$.

**The lower bounds.** We need $a-d/2<d/(e^x-1)$. Multiplying by the positive number $2(e^x-1)/a$ turns this into $(2-x)(e^x-1)<2x$, which is the same as

$$(2-x)e^x<2+x .$$

To prove it, let $g(y)=2+y-(2-y)e^y$. Then $g(0)=0$ and $g'(y)=1-(1-y)e^y$. For $y>0$ we have $1-y<e^{-y}$, hence $(1-y)e^y<1$ and $g'(y)>0$. So $g(x)>0$ for $x>0$. Adding $md$ again gives both lower bounds.

**The half-grain estimate.** From $e^x\ge 1+x+x^2/2$ it follows that

$$\frac{d}{e^x-1}\le\frac{d}{x+x^2/2}=\frac{2a^2}{2a+d}=a-\frac d2+\frac{d^2}{2(2a+d)} .$$

Hence $M_m$ exceeds $md+a-d/2$ by at most $d^2/(2(2a+d))$, which is less than $d^2/(4a)$. At fixed $a$ the shift by half a grain is thus correct to first order in $d$.

**Choosing the range for a given mean.** Let $D>d$ be the required mean over inelastic steps. The condition $M_1=D$ reads $d/(e^{d/a}-1)=D-d$, or $e^{d/a}=D/(D-d)$. Taking logarithms gives

$$a=\frac{d}{\log\bigl(D/(D-d)\bigr)} .$$

The logarithm is positive, so this is a permissible range. The restriction $D>d$ is natural, because every inelastic step removes at least $d$.

## When the grain size vanishes

The condition $d>0$ can't be weakened to $d\ge0$. For $d=0$ and $a=1$ the bounds would require $1<M_1<1$, which no number satisfies.

## The thermal energy of a harmonic oscillator

The same sums describe a single quantum harmonic oscillator of angular frequency $\omega$ at temperature $T>0$. Set $d=\hbar\omega$, $a=k_{\mathrm B}T$ and $m=0$; then $M_0$ is the mean energy above the ground state. Adding the zero-point energy $\hbar\omega/2$ to the bounds on $M_0$ places the total mean energy strictly between $k_{\mathrm B}T$ and $k_{\mathrm B}T+\hbar\omega/2$.

## The model in Lean

All quantities are real numbers without units, so `d`, `a` and later `D` must be read in a common energy unit.

```lean
import Mathlib


namespace GrainedExponentialDown

noncomputable section
```

The function `weight d a n` is $w_n$. It is not normalised, and the natural number `n` counts grains.

```lean
/-- Unnormalised exponential-down weight of a step down by `n` grains of size `d`, with range `a`,
for `d > 0` and `a > 0`. -/
def weight (d a : ℝ) (n : ℕ) : ℝ := Real.exp (-(n * d) / a)
```

The mean $M_m$ is `meanStep d a m`. The sums run over all natural numbers `n`, starting at zero, and the step concerned has `n + m` grains.

```lean
/-- Mean energy of a down-step when only steps of at least `m` grains are counted, for `d > 0`
and `a > 0`: `m = 0` includes elastic collisions, `m = 1` leaves them out. -/
def meanStep (d a : ℝ) (m : ℕ) : ℝ :=
  (∑' n : ℕ, ((n + m : ℕ) : ℝ) * d * weight d a (n + m)) / ∑' n : ℕ, weight d a (n + m)
```

These definitions fix an idealisation. The ladder has no bottom, whereas a real molecule can't lose more energy than it has. The range is the same at every energy, and no density of states enters. Up-steps and detailed balance are absent too, so the mean refers to the counted down-steps alone and not to the net energy transfer per collision.

## Convergence and the closed form

The first lemma is the identity $w_n=q^n$, with $q$ written as `Real.exp (-d / a)`.

```lean
/-- The weights form a geometric sequence: each further grain costs a factor `exp (-d/a)`. -/
theorem weight_eq_pow (d a : ℝ) (n : ℕ) : weight d a n = Real.exp (-d / a) ^ n := by
  unfold weight
  rw [← Real.exp_nat_mul]
  congr 1
  ring
```

The normalisation comes next. A `HasSum` statement says that the series converges to the value displayed. This is needed because Lean's `∑'` returns zero for a divergent series. The proof shows $q<1$ from the signs of `d` and `a`, then multiplies the geometric series by $q^m$.

```lean
/-- For `d > 0` and `a > 0` the weights of all steps of at least `m` grains have a finite sum,
given here in closed form. -/
theorem hasSum_weight {d a : ℝ} (hd : 0 < d) (ha : 0 < a) (m : ℕ) :
    HasSum (fun n : ℕ => weight d a (n + m))
      (Real.exp (-d / a) ^ m / (1 - Real.exp (-d / a))) := by
  have hq1 : Real.exp (-d / a) < 1 :=
    Real.exp_lt_one_iff.mpr (div_neg_of_neg_of_pos (by linarith) ha)
  have h := (hasSum_geometric_of_lt_one (Real.exp_pos (-d / a)).le hq1).mul_left
    (Real.exp (-d / a) ^ m)
  have hf : ∀ n : ℕ, weight d a (n + m) = Real.exp (-d / a) ^ m * Real.exp (-d / a) ^ n := by
    intro n
    rw [weight_eq_pow, pow_add, mul_comm]
  simp only [hf]
  rw [div_eq_mul_inv (Real.exp (-d / a) ^ m)]
  exact h
```

For the first moment, `generalize` replaces the exponential by a letter `q`, of which only $0<q<1$ and the form of the weights are kept. The series `h1` is $\sum q^n$ and `h2` is $\sum nq^n$. Their combination `h` is the split of the step energy $(n+m)d$ into $nd$ and the offset $md$; `hf` checks this split term by term and `hv` checks the resulting value.

```lean
/-- For `d > 0` and `a > 0` the first moment of the step energy converges; it is the
normalisation times `m d + d q / (1 - q)` with `q = exp (-d/a)`. -/
theorem hasSum_step_mul_weight {d a : ℝ} (hd : 0 < d) (ha : 0 < a) (m : ℕ) :
    HasSum (fun n : ℕ => ((n + m : ℕ) : ℝ) * d * weight d a (n + m))
      ((m * d + d * (Real.exp (-d / a) / (1 - Real.exp (-d / a)))) *
        (Real.exp (-d / a) ^ m / (1 - Real.exp (-d / a)))) := by
  have hq0 := Real.exp_pos (-d / a)
  have hq1 : Real.exp (-d / a) < 1 :=
    Real.exp_lt_one_iff.mpr (div_neg_of_neg_of_pos (by linarith) ha)
  have hw := weight_eq_pow d a
  generalize Real.exp (-d / a) = q at hq0 hq1 hw ⊢
  have h1 := hasSum_geometric_of_lt_one hq0.le hq1
  have h2 : HasSum (fun n : ℕ => (n : ℝ) * q ^ n) (q / (1 - q) ^ 2) :=
    hasSum_coe_mul_geometric_of_norm_lt_one (by rwa [Real.norm_of_nonneg hq0.le])
  have e : q / (1 - q) ^ 2 = q * (1 - q)⁻¹ * (1 - q)⁻¹ := by
    rw [div_eq_mul_inv, sq, mul_inv]
    ring
  rw [e] at h2
  -- split the step energy into the offset `m d` and the remaining `n d`
  have h := (h2.mul_left (q ^ m * d)).add (h1.mul_left (q ^ m * d * m))
  have hf : ∀ n : ℕ, ((n + m : ℕ) : ℝ) * d * weight d a (n + m) =
      q ^ m * d * (n * q ^ n) + q ^ m * d * m * q ^ n := by
    intro n
    rw [hw, pow_add]
    push_cast
    ring
  have hv : (m * d + d * (q / (1 - q))) * (q ^ m / (1 - q)) =
      q ^ m * d * (q * (1 - q)⁻¹ * (1 - q)⁻¹) + q ^ m * d * m * (1 - q)⁻¹ := by
    ring
  rw [hv]
  simp only [hf]
  exact h
```

The closed form is the quotient of these two results. In its proof, `hr` is the conversion of $q/(1-q)$ into $1/(e^{d/a}-1)$, obtained from $q\,e^{d/a}=1$. The common factor $q^m/(1-q)$ cancels because `hS` shows that it is nonzero.

```lean
/-- Closed form of the mean step for `d > 0` and `a > 0`: the smallest counted step `m d` plus
the Planck-like term `d / (exp (d/a) - 1)`. -/
theorem meanStep_eq {d a : ℝ} (hd : 0 < d) (ha : 0 < a) (m : ℕ) :
    meanStep d a m = m * d + d / (Real.exp (d / a) - 1) := by
  have hq0 := Real.exp_pos (-d / a)
  have hq1 : Real.exp (-d / a) < 1 :=
    Real.exp_lt_one_iff.mpr (div_neg_of_neg_of_pos (by linarith) ha)
  have hE : 1 < Real.exp (d / a) := Real.one_lt_exp_iff.mpr (div_pos hd ha)
  have hqE : Real.exp (-d / a) * Real.exp (d / a) = 1 := by
    rw [← Real.exp_add, neg_div, neg_add_cancel, Real.exp_zero]
  have hS : Real.exp (-d / a) ^ m / (1 - Real.exp (-d / a)) ≠ 0 :=
    (div_pos (pow_pos hq0 m) (sub_pos.mpr hq1)).ne'
  have hr : Real.exp (-d / a) / (1 - Real.exp (-d / a)) = 1 / (Real.exp (d / a) - 1) := by
    rw [div_eq_div_iff (sub_pos.mpr hq1).ne' (sub_pos.mpr hE).ne']
    linear_combination hqE
  unfold meanStep
  rw [(hasSum_step_mul_weight hd ha m).tsum_eq, (hasSum_weight hd ha m).tsum_eq,
    mul_div_cancel_right₀ _ hS, hr, mul_one_div]
```

## The exponential inequality and the bias

The inequality behind the lower bounds is stated for a real number $x>0$. Here `hder` computes $g'$, and `hmono` shows that $g$ is strictly increasing on $[0,\infty)$. The positivity of $g'$ comes from `Real.add_one_lt_exp` at $-y$, multiplied by $e^y$, as in the derivation above. Comparing $g(x)$ with $g(0)=0$ finishes the proof.

```lean
/-- For `x > 0` the exponential obeys `(2 - x) exp x < 2 + x`. -/
theorem two_sub_mul_exp_lt {x : ℝ} (hx : 0 < x) : (2 - x) * Real.exp x < 2 + x := by
  have hder : ∀ y : ℝ, HasDerivAt (fun y : ℝ => (2 + y) - (2 - y) * Real.exp y)
      (1 - (1 - y) * Real.exp y) y := fun y =>
    (((hasDerivAt_id' y).const_add 2).fun_sub
      (((hasDerivAt_id' y).const_sub 2).fun_mul (Real.hasDerivAt_exp y))).congr_deriv (by ring)
  -- the difference of the two sides vanishes at zero and increases
  have hmono : StrictMonoOn (fun y : ℝ => (2 + y) - (2 - y) * Real.exp y) (Set.Ici 0) := by
    refine strictMonoOn_of_deriv_pos (convex_Ici 0)
      (fun y _ => (hder y).continuousAt.continuousWithinAt) (fun y hy => ?_)
    rw [interior_Ici, Set.mem_Ioi] at hy
    rw [(hder y).deriv]
    have h := mul_lt_mul_of_pos_right
      (Real.add_one_lt_exp (neg_ne_zero.mpr hy.ne')) (Real.exp_pos y)
    rw [← Real.exp_add, neg_add_cancel, Real.exp_zero] at h
    linarith
  have h := hmono (Set.mem_Ici.mpr le_rfl) (Set.mem_Ici.mpr hx.le) hx
  simp only [Real.exp_zero] at h
  linarith
```

The theorem `grain_bias` contains all four strict bounds, with `0 < d` and `0 < a` as its only hypotheses; the grains may be larger than the range. The steps `lower` and `upper` bound the term $d/(e^{d/a}-1)$, which is common to both cases. Each clears the positive denominator and multiplies an inequality in $x=d/a$ by `a`, using `hax`, that is $a\cdot(d/a)=d$. Inserting the closed form for `m = 1` and `m = 0` leaves linear inequalities for `linarith`.

```lean
/-- Grain-size bias for `d > 0` and `a > 0`: without elastic collisions the mean down-step lies
strictly between `a + d/2` and `a + d`, and with them strictly between `a - d/2` and `a`. -/
theorem grain_bias {d a : ℝ} (hd : 0 < d) (ha : 0 < a) :
    (a + d / 2 < meanStep d a 1 ∧ meanStep d a 1 < a + d) ∧
      (a - d / 2 < meanStep d a 0 ∧ meanStep d a 0 < a) := by
  have hx : 0 < d / a := div_pos hd ha
  have hax : a * (d / a) = d := mul_div_cancel₀ d ha.ne'
  have hE : 0 < Real.exp (d / a) - 1 := sub_pos.mpr (Real.one_lt_exp_iff.mpr hx)
  have lower : a - d / 2 < d / (Real.exp (d / a) - 1) := by
    rw [lt_div_iff₀ hE]
    have h := mul_lt_mul_of_pos_left (two_sub_mul_exp_lt hx) ha
    have e : a * ((2 - d / a) * Real.exp (d / a)) = (2 * a - d) * Real.exp (d / a) := by
      linear_combination (-Real.exp (d / a)) * hax
    have e' : a * (2 + d / a) = 2 * a + d := by linear_combination hax
    rw [e, e'] at h
    linarith
  have upper : d / (Real.exp (d / a) - 1) < a := by
    rw [div_lt_iff₀ hE]
    have h := mul_lt_mul_of_pos_left (Real.add_one_lt_exp hx.ne') ha
    rw [mul_add, hax] at h
    linarith
  rw [meanStep_eq hd ha, meanStep_eq hd ha, Nat.cast_one, Nat.cast_zero]
  refine ⟨⟨?_, ?_⟩, ?_, ?_⟩ <;> linarith
```

## The error of the half-grain shift

The next theorem holds for every `m` and bounds the excess of the mean over $md+a-d/2$ from above. That this excess is positive for `m = 0` and `m = 1` is the content of the lower bounds in `grain_bias`. The proof takes the quadratic lower bound on the exponential from `Real.quadratic_le_exp_of_nonneg`, multiplies it by $2a^2$, and obtains the intermediate bound $2a^2/(2a+d)$ as `h`. The last equation `e` rewrites that fraction as the half-grain term plus the error.

```lean
/-- For `d > 0` and `a > 0` the mean step exceeds the half-grain estimate `m d + a - d/2` by at
most `d² / (2 (2a + d))`, which is of second order in the grain size. -/
theorem half_grain_error {d a : ℝ} (hd : 0 < d) (ha : 0 < a) (m : ℕ) :
    meanStep d a m - (m * d + a - d / 2) ≤ d ^ 2 / (2 * (2 * a + d)) := by
  have hx : 0 < d / a := div_pos hd ha
  have hax : a * (d / a) = d := mul_div_cancel₀ d ha.ne'
  have hE : 0 < Real.exp (d / a) - 1 := sub_pos.mpr (Real.one_lt_exp_iff.mpr hx)
  have hs : 0 < 2 * a + d := by positivity
  have h : d / (Real.exp (d / a) - 1) ≤ 2 * a ^ 2 / (2 * a + d) := by
    rw [div_le_div_iff₀ hE hs]
    -- the exponential dominates its second-order Taylor polynomial
    have h2 := mul_le_mul_of_nonneg_left (Real.quadratic_le_exp_of_nonneg hx.le)
      (by positivity : (0 : ℝ) ≤ 2 * a ^ 2)
    have e : 2 * a ^ 2 * (1 + d / a + (d / a) ^ 2 / 2) = 2 * a ^ 2 + 2 * a * d + d ^ 2 := by
      linear_combination (2 * a + a * (d / a) + d) * hax
    rw [e] at h2
    linarith
  have e : 2 * a ^ 2 / (2 * a + d) = a - d / 2 + d ^ 2 / (2 * (2 * a + d)) := by
    field_simp
    ring
  rw [meanStep_eq hd ha]
  linarith
```

## Calibrating the range

The final theorem is an equivalence for a given positive `a`: the mean over inelastic steps is `D` exactly when `a` has the stated value. Its proof has two halves. The equivalence `h1` turns the condition on the mean into $e^{d/a}=D/(D-d)$, and `h2` turns the formula for the range into $d/a=\log(D/(D-d))$. The logarithm and the exponential then carry one condition into the other.

```lean
/-- Calibration of the range: for `d > 0`, `a > 0` and a prescribed mean `D > d`, the mean step
without elastic collisions equals `D` exactly when `a = d / log (D / (D - d))`. -/
theorem meanStep_eq_iff_range {d a D : ℝ} (hd : 0 < d) (ha : 0 < a) (hD : d < D) :
    meanStep d a 1 = D ↔ a = d / Real.log (D / (D - d)) := by
  have hDd : 0 < D - d := sub_pos.mpr hD
  have hR : 1 < D / (D - d) := (one_lt_div hDd).mpr (by linarith)
  have hE : 0 < Real.exp (d / a) - 1 :=
    sub_pos.mpr (Real.one_lt_exp_iff.mpr (div_pos hd ha))
  -- the mean fixes the factor `exp (d/a)`, the reciprocal of the weight of one grain
  have h1 : meanStep d a 1 = D ↔ Real.exp (d / a) = D / (D - d) := by
    rw [meanStep_eq hd ha, Nat.cast_one, one_mul, ← eq_sub_iff_add_eq', div_eq_iff hE.ne',
      eq_div_iff hDd.ne']
    constructor <;> intro h <;> linarith
  -- and that factor fixes the range
  have h2 : a = d / Real.log (D / (D - d)) ↔ d / a = Real.log (D / (D - d)) := by
    rw [eq_div_iff (Real.log_pos hR).ne', div_eq_iff ha.ne']
    constructor <;> intro h <;> linarith
  rw [h1, h2]
  constructor
  · intro h
    rw [← h, Real.log_exp]
  · intro h
    rw [h, Real.exp_log (by linarith)]

end

end GrainedExponentialDown
```

```lean
#print axioms GrainedExponentialDown.grain_bias
#print axioms GrainedExponentialDown.half_grain_error
#print axioms GrainedExponentialDown.meanStep_eq_iff_range
```

```
'GrainedExponentialDown.grain_bias' depends on axioms: [propext, Classical.choice, Quot.sound]
'GrainedExponentialDown.half_grain_error' depends on axioms: [propext, Classical.choice, Quot.sound]
'GrainedExponentialDown.meanStep_eq_iff_range' depends on axioms: [propext, Classical.choice, Quot.sound]
```
